# The mean thermal energy of a harmonic oscillator is its zero-point energy plus the Planck energy

The declaration `meanEnergy_eq` concerns a single harmonic oscillator of frequency w > 0 at temperature T > 0, with levels w(n + 1/2) for n = 0, 1, 2, … and with ħ and the Boltzmann constant set to one. It states that the average of the level energies with weights exp(−E/T), divided by the sum of those weights, equals w/2 + w/(exp(w/T) − 1). The levels are given by definition and are not derived from a Hamiltonian. The attempt sets r = exp(−w/T) and a = exp(−w/(2T)), so that the weights become a·rⁿ, then sums the series of rⁿ and of n·rⁿ in closed form and finishes by algebra. Both sums need r < 1, and the proof of that inequality is where the file fails.

An attempt in Lean 4 with a fault in it:

```lean
import Mathlib

open MeasureTheory Set Filter
open scoped Topology

namespace MeanEnergyEq

noncomputable section

/-- Energy levels `w (n + 1/2)` of a harmonic oscillator of frequency `w`,
in units where the reduced Planck constant and the Boltzmann constant are one. -/
def level (w : ℝ) (n : ℕ) : ℝ := w * (n + 1 / 2)

/-- Boltzmann average of the oscillator energy at temperature `T`, for `w, T > 0`. -/
def meanEnergy (w T : ℝ) : ℝ :=
  (∑' n : ℕ, level w n * Real.exp (-level w n / T)) / ∑' n : ℕ, Real.exp (-level w n / T)

/-- The Planck energy `w / (exp (w/T) - 1)`, for `w, T > 0`. -/
def thermalEnergy (w T : ℝ) : ℝ := w / (Real.exp (w / T) - 1)

/-- For `w, T > 0` the mean energy is the energy of the lowest level plus the Planck energy. -/
theorem meanEnergy_eq {w T : ℝ} (hw : 0 < w) (hT : 0 < T) :
    meanEnergy w T = level w 0 + thermalEnergy w T := by
  obtain ⟨r, hr⟩ : ∃ r, r = Real.exp (-(w / T)) := ⟨_, rfl⟩
  obtain ⟨a, ha⟩ : ∃ a, a = Real.exp (-(w / (2 * T))) := ⟨_, rfl⟩
  have hr0 : 0 < r := hr ▸ Real.exp_pos _
  have ha0 : 0 < a := ha ▸ Real.exp_pos _
  have hr1 : r < 1 := by
    rw [hr]
    exact Real.exp_lt_one (neg_lt_zero.2 (div_pos hw hT))
  have hn : ‖r‖ < 1 := by rwa [Real.norm_of_nonneg hr0.le]
  -- the Boltzmann weights form a geometric sequence
  have hb : ∀ n : ℕ, Real.exp (-level w n / T) = a * r ^ n := by
    intro n
    rw [hr, ha, ← Real.exp_nat_mul, ← Real.exp_add]
    congr 1
    unfold level
    ring
  have hg := hasSum_geometric_of_lt_one hr0.le hr1
  have h0 := hg.mul_left a
  have h1 := (((hasSum_coe_mul_geometric_of_norm_lt_one hn).mul_left w).add
    (hg.mul_left (w / 2))).mul_left a
  have hf : ∀ n : ℕ, level w n * (a * r ^ n) = a * (w * (n * r ^ n) + w / 2 * r ^ n) := by
    intro n
    unfold level
    ring
  have he : Real.exp (w / T) - 1 = (1 - r) / r := by
    rw [sub_div, div_self hr0.ne', one_div, hr, Real.exp_neg, inv_inv]
  have h1r : 1 - r ≠ 0 := (sub_pos.2 hr1).ne'
  unfold meanEnergy thermalEnergy
  simp only [hb, hf]
  rw [h1.tsum_eq, h0.tsum_eq, he]
  simp only [level, Nat.cast_zero]
  field_simp
  ring

end

end MeanEnergyEq
```

The compiler's answer:

```
Main.lean:30:10: error(lean.unknownIdentifier): Unknown constant `Real.exp_lt_one`
```

The message says that Lean knows no constant called `Real.exp_lt_one`: no declaration of that name is available with the file's imports. The mathematics of the step is sound. After `rw [hr]` the goal is that exp(−(w/T)) is less than 1, and the argument `neg_lt_zero.2 (div_pos hw hT)` proves that −(w/T) is negative, which is just what is needed. Only the lemma to lead from one to the other is missing.

The repair uses `Real.exp_lt_one_iff`, which states that exp x < 1 holds if and only if x < 0. Since this is an equivalence and not an implication, `.2` is added to select the direction from x < 0 to exp x < 1. The argument is kept as it was, and nothing else in the proof changes.

The repair, with which the file compiles:

```diff
@@ -28,5 +28,5 @@
   have hr1 : r < 1 := by
     rw [hr]
-    exact Real.exp_lt_one (neg_lt_zero.2 (div_pos hw hT))
+    exact Real.exp_lt_one_iff.2 (neg_lt_zero.2 (div_pos hw hT))
   have hn : ‖r‖ < 1 := by rwa [Real.norm_of_nonneg hr0.le]
   -- the Boltzmann weights form a geometric sequence
```
